# The inelastic correction of a single-level junction changes sign at half the resonant transmission

To predict whether the differential conductance of a molecular junction steps up or down at a vibrational threshold, I evaluate a lowest-order correction from the Green function at the Fermi energy and read off its sign. For one level coupled equally to two leads, I take $G=1/(e+ig)$ with $g>0$, $A=i(G-\bar G)$, $A_R=g|G|^2$ and $T=g^2|G|^2$. The correction $A_R+\tfrac i2 gA(\bar G-G)$ should then be positive for $T<1/2$ and negative for $T>1/2$. Can this be made rigorous and machine-checked, and what happens when the couplings differ?

## Comparing the transmission with half its maximum

Yes, and with unequal couplings the sign changes at half the resonant transmission instead of at $1/2$. Let $e$ be the detuning from the level, $g_L,g_R>0$ the coupling rates in energy units, and $s=g_L+g_R$. Then

$$G=\frac{1}{e+is/2}=\frac{e-is/2}{e^2+s^2/4},\qquad n:=|G|^2=\frac{1}{e^2+s^2/4}.$$

Hence $\operatorname{Im}G=-sn/2$, so $A=-2\operatorname{Im}G=sn$ and $\bar G-G=iA$. With $A_R=g_Rn$, the correction becomes

$$g_Rn+\tfrac i2 g_RA(iA)=g_Rn-\tfrac12 g_RA^2=g_Rn\left(1-\tfrac{s^2n}{2}\right).$$

The transmission is $T=g_Lg_Rn$. Setting $T_{\max}=4g_Lg_R/s^2$ gives $T/T_{\max}=s^2n/4$, and therefore

$$A_R+\tfrac i2 g_RA(\bar G-G)=g_Rn\left(1-\frac{2T}{T_{\max}}\right).$$

Since $g_Rn>0$, the sign is that of $T_{\max}/2-T$. The name $T_{\max}$ is justified by $T_{\max}-T=T_{\max}\,n\,e^2\ge 0$, which vanishes only on resonance. In terms of energy, $1-s^2n/2=n(e^2-s^2/4)$, so the correction is positive exactly when $|e|>s/2$. For $g_L=g_R=g$, we have $s=2g$ and $T_{\max}=1$, which gives your threshold of $1/2$.

The sign of $\bar G-G$ needs care: with $G-\bar G$ in its place, the bracket becomes $1+s^2n/2$ and the crossover disappears.

## The junction in Lean

```lean
import Mathlib

open Complex
open scoped ComplexConjugate

namespace InelasticJunction

noncomputable section

/-- Retarded Green function of one level at detuning `e`, coupled to two leads
with rates `gL` and `gR`. -/
def green (e gL gR : ℝ) : ℂ := 1 / ((e : ℂ) + (((gL + gR) / 2 : ℝ) : ℂ) * I)

/-- Spectral function `A = i (G - conj G)` of the level. -/
def spectral (e gL gR : ℝ) : ℂ := I * (green e gL gR - conj (green e gL gR))

/-- Elastic transmission `T = gL gR |G|²`. -/
def transmission (e gL gR : ℝ) : ℝ := gL * gR * normSq (green e gL gR)

/-- The transmission scale `4 gL gR / (gL + gR)²` set by the two couplings. -/
def maxTransmission (gL gR : ℝ) : ℝ := 4 * gL * gR / (gL + gR) ^ 2

/-- Inelastic correction `AR + (i/2) gR A (conj G - G)`, with `AR = gR |G|²`. -/
def correction (e gL gR : ℝ) : ℂ :=
  ((gR * normSq (green e gL gR) : ℝ) : ℂ)
    + I / 2 * (gR : ℂ) * spectral e gL gR * (conj (green e gL gR) - green e gL gR)

/-- The squared modulus of the Green function is `1 / (e² + ((gL + gR) / 2)²)`. -/
theorem normSq_green (e gL gR : ℝ) :
    normSq (green e gL gR) = 1 / (e ^ 2 + ((gL + gR) / 2) ^ 2) := by
  rw [green, one_div, Complex.normSq_inv, Complex.normSq_add_mul_I, one_div]

/-- The spectral function equals the total coupling rate times `|G|²`. -/
theorem spectral_eq (e gL gR : ℝ) :
    spectral e gL gR = (((gL + gR) * normSq (green e gL gR) : ℝ) : ℂ) := by
  have him : ∀ x y : ℝ, ((x : ℂ) + (y : ℂ) * I).im = y := by
    intro x y
    simp
  -- the imaginary part of G carries the level broadening
  have hG : (green e gL gR).im = -((gL + gR) / 2) * normSq (green e gL gR) := by
    rw [normSq_green, green, one_div, Complex.inv_im, Complex.normSq_add_mul_I, him]
    ring
  rw [spectral, Complex.sub_conj, hG]
  push_cast
  linear_combination (-((gL : ℂ) + gR) * (normSq (green e gL gR) : ℂ)) * Complex.I_sq

/-- The inelastic correction is a real number, given by the couplings and `|G|²`. -/
theorem correction_eq_normSq (e gL gR : ℝ) :
    correction e gL gR = ((gR * normSq (green e gL gR) *
      (1 - (gL + gR) ^ 2 * normSq (green e gL gR) / 2) : ℝ) : ℂ) := by
  -- the difference of advanced and retarded Green functions is i A
  have h : conj (green e gL gR) - green e gL gR = I * spectral e gL gR := by
    rw [spectral]
    linear_combination (-(green e gL gR - conj (green e gL gR))) * Complex.I_sq
  rw [correction, h, spectral_eq]
  push_cast
  linear_combination ((gR : ℂ) * ((gL : ℂ) + gR) ^ 2
    * (normSq (green e gL gR) : ℂ) ^ 2 / 2) * Complex.I_sq

lemma normSq_pos {gL gR : ℝ} (e : ℝ) (hL : 0 < gL) (hR : 0 < gR) :
    0 < normSq (green e gL gR) := by
  rw [normSq_green]
  positivity

lemma normSq_mul {gL gR : ℝ} (e : ℝ) (hL : 0 < gL) (hR : 0 < gR) :
    normSq (green e gL gR) * (e ^ 2 + ((gL + gR) / 2) ^ 2) = 1 := by
  have hD : 0 < e ^ 2 + ((gL + gR) / 2) ^ 2 := by positivity
  rw [normSq_green]
  exact one_div_mul_cancel hD.ne'

lemma maxTransmission_pos {gL gR : ℝ} (hL : 0 < gL) (hR : 0 < gR) :
    0 < maxTransmission gL gR := by
  unfold maxTransmission
  positivity

lemma transmission_eq {gL gR : ℝ} (e : ℝ) (hL : 0 < gL) (hR : 0 < gR) :
    transmission e gL gR =
      maxTransmission gL gR * ((gL + gR) ^ 2 / 4 * normSq (green e gL gR)) := by
  have hS : gL + gR ≠ 0 := by positivity
  unfold transmission maxTransmission
  field_simp

/-- The transmission never exceeds `4 gL gR / (gL + gR)²`, and reaches it exactly
at zero detuning. -/
theorem transmission_le_max {gL gR : ℝ} (e : ℝ) (hL : 0 < gL) (hR : 0 < gR) :
    transmission e gL gR ≤ maxTransmission gL gR ∧
      (transmission e gL gR = maxTransmission gL gR ↔ e = 0) := by
  have hp := mul_pos (maxTransmission_pos hL hR) (normSq_pos e hL hR)
  -- the deficit from the maximum is Tmax |G|² e², where |G|² also depends on e
  have h : maxTransmission gL gR - transmission e gL gR =
      maxTransmission gL gR * normSq (green e gL gR) * e ^ 2 := by
    linear_combination (-maxTransmission gL gR) * normSq_mul e hL hR
      - transmission_eq e hL hR
  refine ⟨?_, ?_, ?_⟩
  · have := mul_nonneg hp.le (sq_nonneg e)
    linarith
  · intro hT
    have h0 : maxTransmission gL gR * normSq (green e gL gR) * e ^ 2 = 0 := by linarith
    rcases mul_eq_zero.mp h0 with h1 | h1
    · exact absurd h1 hp.ne'
    · exact (pow_eq_zero_iff two_ne_zero).mp h1
  · intro he
    have he2 : e ^ 2 = 0 := by simp [he]
    rw [he2, mul_zero] at h
    linarith

/-- The inelastic correction equals `gR |G|² (1 - 2 T / Tmax)`. -/
theorem correction_eq {gL gR : ℝ} (e : ℝ) (hL : 0 < gL) (hR : 0 < gR) :
    correction e gL gR = ((gR * normSq (green e gL gR) *
      (1 - 2 * transmission e gL gR / maxTransmission gL gR) : ℝ) : ℂ) := by
  have h : 2 * transmission e gL gR / maxTransmission gL gR =
      (gL + gR) ^ 2 * normSq (green e gL gR) / 2 := by
    rw [div_eq_iff (maxTransmission_pos hL hR).ne', transmission_eq e hL hR]
    ring
  rw [correction_eq_normSq, h]

/-- The real part of the inelastic correction is positive exactly when the transmission is below
half its maximum, and negative exactly when it is above. -/
theorem correction_sign {gL gR : ℝ} (e : ℝ) (hL : 0 < gL) (hR : 0 < gR) :
    (0 < (correction e gL gR).re ↔ transmission e gL gR < maxTransmission gL gR / 2) ∧
    ((correction e gL gR).re < 0 ↔ maxTransmission gL gR / 2 < transmission e gL gR) := by
  have hp := mul_pos hR (normSq_pos e hL hR)
  have hM := maxTransmission_pos hL hR
  -- a positive prefactor does not affect the sign
  have key : ∀ x : ℝ, gR * normSq (green e gL gR) * x < 0 ↔ x < 0 := fun x =>
    ⟨fun h => by
      by_contra hx
      exact absurd h (not_lt_of_ge (mul_nonneg hp.le (not_lt.mp hx))),
    fun h => mul_neg_of_pos_of_neg hp h⟩
  rw [correction_eq e hL hR, Complex.ofReal_re]
  constructor
  · rw [mul_pos_iff_of_pos_left hp, sub_pos, div_lt_one hM]
    constructor <;> intro h <;> linarith
  · rw [key, sub_neg, one_lt_div hM]
    constructor <;> intro h <;> linarith

/-- The real part of the inelastic correction is positive exactly when the detuning exceeds the mean
of the two coupling rates in magnitude. -/
theorem correction_pos_iff_detuning {gL gR : ℝ} (e : ℝ) (hL : 0 < gL) (hR : 0 < gR) :
    0 < (correction e gL gR).re ↔ (gL + gR) / 2 < |e| := by
  have hn := normSq_pos e hL hR
  have hp : 0 < gR * normSq (green e gL gR) ^ 2 := by positivity
  have hS : 0 < (gL + gR) / 2 := by positivity
  have h : gR * normSq (green e gL gR) *
      (1 - (gL + gR) ^ 2 * normSq (green e gL gR) / 2) =
      gR * normSq (green e gL gR) ^ 2 * (e ^ 2 - ((gL + gR) / 2) ^ 2) := by
    linear_combination (-(gR * normSq (green e gL gR))) * normSq_mul e hL hR
  rw [correction_eq_normSq, Complex.ofReal_re, h, mul_pos_iff_of_pos_left hp, sub_pos,
    sq_lt_sq, abs_of_pos hS]

/-- For a symmetric junction `G = 1 / (e + i g)`, the correction is `g |G|² (1 - 2 T)`,
and it is positive exactly for `T < 1/2` and negative exactly for `T > 1/2`. -/
theorem symmetric_junction {g : ℝ} (e : ℝ) (hg : 0 < g) :
    green e g g = 1 / ((e : ℂ) + (g : ℂ) * I) ∧
    correction e g g =
      ((g * normSq (green e g g) * (1 - 2 * transmission e g g) : ℝ) : ℂ) ∧
    (0 < (correction e g g).re ↔ transmission e g g < 1 / 2) ∧
    ((correction e g g).re < 0 ↔ 1 / 2 < transmission e g g) := by
  have hw : (g + g) / 2 = g := by ring
  -- equal couplings allow perfect transmission
  have hm : maxTransmission g g = 1 := by
    have hd : (g + g) ^ 2 ≠ 0 := by positivity
    rw [maxTransmission, div_eq_iff hd]
    ring
  have h1 := correction_eq e hg hg
  have h2 := correction_sign e hg hg
  rw [hm, div_one] at h1
  rw [hm] at h2
  exact ⟨by rw [green, hw], h1, h2.1, h2.2⟩

end

end InelasticJunction
```

```lean
#print axioms InelasticJunction.transmission_le_max
#print axioms InelasticJunction.correction_sign
#print axioms InelasticJunction.correction_pos_iff_detuning
#print axioms InelasticJunction.symmetric_junction
```

```
'InelasticJunction.transmission_le_max' depends on axioms: [propext, Classical.choice, Quot.sound]
'InelasticJunction.correction_sign' depends on axioms: [propext, Classical.choice, Quot.sound]
'InelasticJunction.correction_pos_iff_detuning' depends on axioms: [propext, Classical.choice, Quot.sound]
'InelasticJunction.symmetric_junction' depends on axioms: [propext, Classical.choice, Quot.sound]
```

## What the theorems say about the junction

The definitions `green`, `spectral` and `correction` are complex-valued and follow the formulas literally; `transmission` and `maxTransmission` are real. `normSq` is the squared modulus $|G|^2$, and `conj` is complex conjugation. The hypotheses `0 < gL` and `0 < gR` say that an electron on the level can escape into either lead.

`correction_eq` equates the complex correction with a real number, so taking `.re` in `correction_sign` discards nothing. `symmetric_junction` confirms that `green e g g` is $1/(e+ig)$ and evaluates your correction as $g|G|^2(1-2T)$, with both sign equivalences.

The expression for the correction is assumed, not derived from an electron–vibration Hamiltonian. Its first term represents inelastic scattering into the right lead, its second the accompanying change in the elastic channel. In the lowest-order theory the conductance step is the whole expression times a positive factor, which contains $g_L|G|^2$ and the squared electron–vibration coupling, so the two have the same sign. The model has a single level and energy-independent couplings, and it uses the same $G$ before and after the vibrational quantum is emitted. Within these limits, it gives a check on the sign of a computed conductance step; it does not cover several levels, vibrational heating, or the size and line shape of the step.

## How the proof follows the algebra

`normSq_green` computes $n$, and `spectral_eq` obtains $A=sn$ from the imaginary part of $G$. `correction_eq_normSq` then substitutes $\bar G-G=iA$. In the last two, `linear_combination` with `Complex.I_sq` supplies $i^2=-1$.

The lemmas `normSq_pos` and `maxTransmission_pos` provide positivity, `normSq_mul` records $n(e^2+s^2/4)=1$, and `transmission_eq` expresses $T$ through $T_{\max}$. From these, `transmission_le_max` derives the deficit $T_{\max}ne^2$, while `correction_eq` rewrites the bracket in terms of $T/T_{\max}$.

In `correction_sign`, the positive prefactor is removed: `mul_pos_iff_of_pos_left` does this for the positive case and the local statement `key` for the negative one. `correction_pos_iff_detuning` factors out $g_Rn^2$ and uses `sq_lt_sq` to pass from squares to $|e|$. Finally, `symmetric_junction` sets both rates to $g$ and computes $T_{\max}=1$.

The same factorisation also shows that the correction is negative exactly when $|e|<s/2$, which the Lean code does not state separately.
